# The energy levels of a spinless particle on a finite open chain with only nearest-neighbour hopping, all of it nonzero, are non-degenerate

The theorem `levels_distinct` says that a single spinless particle on a finite open chain has no degenerate energy levels. The chain has one state per site, real nonzero hopping between neighbouring sites, no longer-range hopping and arbitrary real on-site energies. Mathematically, the `n + 1` eigenvalues of a real symmetric tridiagonal matrix with nonzero entries next to the diagonal, listed with multiplicity, are pairwise distinct. The attempt supposes that two different members of an orthonormal eigenvector basis share an eigenvalue. By the earlier lemma `proportional`, the second is then a multiple `c` of the first; orthogonality should force `c` to be zero, which contradicts the second vector's having norm one.

As first written in Lean, the proof fails:

```lean
import Mathlib

open Matrix

namespace GridBoundStates

/-- A real symmetric tridiagonal matrix on `n + 1` grid points whose nearest-neighbour
entries are all nonzero. -/
structure IsGridHamiltonian {n : ℕ} (A : Matrix (Fin (n + 1)) (Fin (n + 1)) ℝ) : Prop where
  symm : A.IsSymm
  short_range : ∀ i j : Fin (n + 1), (i : ℕ) + 1 < j → A i j = 0
  hopping : ∀ i j : Fin (n + 1), (i : ℕ) + 1 = j → A i j ≠ 0

variable {n : ℕ} {A : Matrix (Fin (n + 1)) (Fin (n + 1)) ℝ} {E F : ℝ} {u v : Fin (n + 1) → ℝ}

/-- A solution of the grid eigenvalue equation that vanishes at the first site vanishes
everywhere. -/
theorem eq_zero_of_first_eq_zero (hA : IsGridHamiltonian A) (hu : A *ᵥ u = E • u)
    (h0 : u 0 = 0) : u = 0 := by
  have main : ∀ k : ℕ, ∀ i : Fin (n + 1), (i : ℕ) = k → u i = 0 := by
    intro k
    induction k using Nat.strong_induction_on with
    | _ k ih =>
      intro i hi
      rcases k with _ | m
      · have hi0 : i = 0 := Fin.ext hi
        rw [hi0, h0]
      · have hm : m < n + 1 := by have := i.isLt; omega
        -- in row `m` only the amplitude at site `m + 1` can survive
        have hs : (A *ᵥ u) ⟨m, hm⟩ = A ⟨m, hm⟩ i * u i := by
          change ∑ x, A ⟨m, hm⟩ x * u x = _
          apply Finset.sum_eq_single i
          · intro x _ hx
            have hx' : (x : ℕ) ≠ i := fun h => hx (Fin.ext h)
            rcases lt_or_ge (m + 1) (x : ℕ) with h | h
            · rw [hA.short_range ⟨m, hm⟩ x h, zero_mul]
            · rw [ih x (by omega) x rfl, mul_zero]
          · intro h
            exact absurd (Finset.mem_univ i) h
        have hrow := congrFun hu ⟨m, hm⟩
        rw [hs, Pi.smul_apply, ih m (by omega) ⟨m, hm⟩ rfl, smul_zero] at hrow
        exact (mul_eq_zero.mp hrow).resolve_left (hA.hopping _ i hi.symm)
  funext i
  exact main i i rfl

/-- Any solution at the energy of a nonzero solution `u` is a multiple of `u`. -/
theorem proportional (hA : IsGridHamiltonian A) (hu : A *ᵥ u = E • u) (hne : u ≠ 0)
    (hv : A *ᵥ v = E • v) : ∃ c : ℝ, v = c • u := by
  have hu0 : u 0 ≠ 0 := fun h => hne (eq_zero_of_first_eq_zero hA hu h)
  refine ⟨v 0 / u 0, sub_eq_zero.mp (eq_zero_of_first_eq_zero (E := E) hA ?_ ?_)⟩
  · rw [Matrix.mulVec_sub, Matrix.mulVec_smul, hu, hv]
    module
  · change v 0 - v 0 / u 0 * u 0 = 0
    rw [div_mul_cancel₀ _ hu0, sub_self]

/-- A grid Hamiltonian is Hermitian. -/
theorem IsGridHamiltonian.isHermitian (hA : IsGridHamiltonian A) : A.IsHermitian := by
  ext i j
  simpa using hA.symm.apply i j

/-- The `n + 1` energy levels of a grid Hamiltonian, listed with multiplicity, are pairwise
distinct. -/
theorem levels_distinct (hA : IsGridHamiltonian A) :
    Function.Injective hA.isHermitian.eigenvalues := by
  intro i j hij
  by_contra hne
  have hi := hA.isHermitian.mulVec_eigenvectorBasis i
  have hj := hA.isHermitian.mulVec_eigenvectorBasis j
  rw [← hij] at hj
  have ho := hA.isHermitian.eigenvectorBasis.orthonormal
  have hi0 : (hA.isHermitian.eigenvectorBasis i).ofLp ≠ 0 := by
    intro h
    have hz : hA.isHermitian.eigenvectorBasis i = 0 := by
      ext k
      exact congrFun h k
    have h1 := ho.1 i
    rw [hz, norm_zero] at h1
    exact zero_ne_one h1
  obtain ⟨c, hc⟩ := proportional hA hi hi0 hj
  have hv : hA.isHermitian.eigenvectorBasis j = c • hA.isHermitian.eigenvectorBasis i := by
    ext k
    exact congrFun hc k
  -- orthogonality forces the factor `c` to vanish, against normalisation
  have h2 := ho.2 hne
  rw [hv, inner_smul_right, real_inner_self_eq_norm_sq, ho.1 i, one_pow, mul_one] at h2
  have h3 := ho.1 j
  rw [hv, h2, zero_smul, norm_zero] at h3
  exact zero_ne_one h3

end GridBoundStates
```

Messages:

```
Main.lean:85:6: error: Tactic `rewrite` failed: Did not find an occurrence of the pattern
  ⋯.eigenvectorBasis j
in the target expression
  (fun i j => inner ℝ (⋯.eigenvectorBasis i) (⋯.eigenvectorBasis j) = 0) i j

n : ℕ
A : Matrix (Fin (n + 1)) (Fin (n + 1)) ℝ
hA : IsGridHamiltonian A
i j : Fin (n + 1)
hij : ⋯.eigenvalues i = ⋯.eigenvalues j
hne : ¬i = j
hi : A *ᵥ (⋯.eigenvectorBasis i).ofLp = ⋯.eigenvalues i • (⋯.eigenvectorBasis i).ofLp
hj : A *ᵥ (⋯.eigenvectorBasis j).ofLp = ⋯.eigenvalues i • (⋯.eigenvectorBasis j).ofLp
ho : Orthonormal ℝ ⇑⋯.eigenvectorBasis
hi0 : (⋯.eigenvectorBasis i).ofLp ≠ 0
c : ℝ
hc : (⋯.eigenvectorBasis j).ofLp = c • (⋯.eigenvectorBasis i).ofLp
hv : ⋯.eigenvectorBasis j = c • ⋯.eigenvectorBasis i
h2 : (fun i j => inner ℝ (⋯.eigenvectorBasis i) (⋯.eigenvectorBasis j) = 0) i j
⊢ False
```

What went wrong. The error concerns the form of `h2`, not its content. The second part of `Orthonormal` says that a relation, written as a function of two indices, holds for every pair of distinct indices. Applying it to `hne` leaves that function unevaluated, so `h2` has the type `(fun i j => inner ℝ … = 0) i j`. The `i` and `j` inside the inner product are the function's own bound variables, and only share their names with the indices in the context. `rw [hv]` looks for `eigenvectorBasis j` at the particular `j` of the context, and does not evaluate the function before searching, so it finds no occurrence.

The change gives `h2` an explicit type, the inner product of the two particular basis vectors equal to zero. Lean accepts `ho.2 hne` as a proof of it because the two statements agree once the function is applied to its arguments. The vector that `hv` rewrites now appears in `h2`, and the `rw` line goes through unchanged.

As a diff, the version that Lean accepts:

```diff
@@ -82,5 +82,6 @@
     exact congrFun hc k
   -- orthogonality forces the factor `c` to vanish, against normalisation
-  have h2 := ho.2 hne
+  have h2 : inner ℝ (hA.isHermitian.eigenvectorBasis i)
+      (hA.isHermitian.eigenvectorBasis j) = 0 := ho.2 hne
   rw [hv, inner_smul_right, real_inner_self_eq_norm_sq, ho.1 i, one_pow, mul_one] at h2
   have h3 := ho.1 j
```
